# Bounds on tr γ² for a fermionic one-particle density matrix in a finite basis

**Q:** You say that if $\gamma$ is a one-particle density matrix on $n>0$ orthonormal spin orbitals, with $\gamma$ and $1-\gamma$ positive semidefinite and trace $N$, then
$$\frac{N^2}{n}\le \operatorname{tr}\gamma^2\le N,$$
with the upper bound attained exactly when $\gamma^2=\gamma$ and the lower exactly when $\gamma=(N/n)\,1$. Where are the fermions in that?

**A:** In the two positivity conditions. With $\gamma_{ij}=\langle a_j^\dagger a_i\rangle$ and a normalised orbital $x$, the number $x^\dagger\gamma x$ is the occupation of $x$, and $x^\dagger(1-\gamma)x$ is the probability that it is empty. Neither may be negative, so the occupation lies between 0 and 1; the upper limit is the Pauli principle. `IsOneRDM γ N` assumes these conditions; deriving them from a many-fermion state and its anticommutation relations is the step left to the physicist. The number $N$ is real, so it can be an average particle number.

```lean
import Mathlib

open Matrix
open scoped ComplexOrder

namespace NaturalOccupationBounds

noncomputable section

variable {n : Type*} [Fintype n] [DecidableEq n]

/-- A one-particle density matrix of `N` fermions: `γ` and `1 - γ` are positive semidefinite
and the trace of `γ` is the real number `N`. -/
structure IsOneRDM (γ : Matrix n n ℂ) (N : ℝ) : Prop where
  particle : γ.PosSemidef
  hole : (1 - γ).PosSemidef
  number : γ.trace = (N : ℂ)
```

**Q:** And "purity"? This matrix doesn't have trace one.

**A:** The name differs from textbook use, where purity is $\operatorname{tr}\rho^2$ for the full state $\rho$. Here `purity γ` is the real part of $\operatorname{tr}\gamma^2$, and a pure but correlated state can have it below $N$. Taking the real part loses nothing: for Hermitian $\gamma$, $\gamma^2$ is Hermitian too, so its trace equals its own conjugate. That is `coe_purity`.

The other definition, `ofOccupations U f`, is $U\operatorname{diag}(f)U^\dagger$. When $U$ is unitary, its columns are natural orbitals and the $f_i$ their occupations.

```lean
/-- The purity of `γ`, the real part of the trace of `γ²`. -/
def purity (γ : Matrix n n ℂ) : ℝ := (γ * γ).trace.re

/-- The matrix `U diag(f) Uᴴ`. For unitary `U`, the columns of `U` are its natural orbitals and `f`
their occupations. -/
def ofOccupations (U : Matrix n n ℂ) (f : n → ℝ) : Matrix n n ℂ :=
  U * diagonal (fun i => (f i : ℂ)) * Uᴴ

omit [DecidableEq n] in
/-- For Hermitian `γ` the trace of `γ²` is real and equals the purity. -/
theorem coe_purity {γ : Matrix n n ℂ} (hγ : γ.IsHermitian) :
    (purity γ : ℂ) = (γ * γ).trace := by
  apply Complex.conj_eq_iff_re.1
  have h := Matrix.trace_conjTranspose (γ * γ)
  rw [conjTranspose_mul, hγ.eq] at h
  exact h.symm
```

**Q:** How do you get the lower bound without diagonalising?

**A:** Measure the deviation from uniform filling, $D=n\gamma-N\,1$. Since $\operatorname{tr}\gamma=N$ and $\operatorname{tr}1=n$,
$$\operatorname{tr}D^2=n^2\operatorname{tr}\gamma^2-2nN^2+nN^2=n\,(n\operatorname{tr}\gamma^2-N^2).$$
$D$ is Hermitian, so $\operatorname{tr}D^2=\sum_{ij}|D_{ij}|^2\ge0$, and it vanishes only if $D=0$. Dividing by $n$ gives the bound and its equality case.

`trace_deviation_sq` is the displayed identity. `sq_le_card_mul_purity` then uses the positivity of $D^\dagger D=D^2$, and needs only that $\gamma$ is Hermitian with trace $N$. In Lean the letter `n` is the set of orbital labels; my number $n$ is `Fintype.card n`. An empty set is allowed, and there $N=0$.

```lean
/-- If `γ` has trace `N` on `n` orbitals, the deviation `D = nγ - N·1` from uniform filling
satisfies `tr D² = n (n tr γ² - N²)`. -/
theorem trace_deviation_sq (γ : Matrix n n ℂ) (N : ℂ) (hN : γ.trace = N) :
    (((Fintype.card n : ℂ) • γ - N • (1 : Matrix n n ℂ)) *
      ((Fintype.card n : ℂ) • γ - N • (1 : Matrix n n ℂ))).trace =
      (Fintype.card n : ℂ) * ((Fintype.card n : ℂ) * (γ * γ).trace - N ^ 2) := by
  simp only [sub_mul, mul_sub, Matrix.smul_mul, Matrix.mul_smul, one_mul, mul_one,
    trace_sub, trace_smul, trace_one, hN, smul_eq_mul]
  ring

/-- A Hermitian `γ` of trace `N` on `n` orbitals has `N² ≤ n tr γ²`, with equality exactly
when `nγ = N·1`. -/
theorem sq_le_card_mul_purity {γ : Matrix n n ℂ} {N : ℝ} (hγ : γ.IsHermitian)
    (hN : γ.trace = (N : ℂ)) :
    N ^ 2 ≤ Fintype.card n * purity γ ∧
      (Fintype.card n * purity γ = N ^ 2 ↔
        (Fintype.card n : ℂ) • γ = (N : ℂ) • (1 : Matrix n n ℂ)) := by
  obtain ⟨D, hdef⟩ : ∃ D : Matrix n n ℂ,
    D = (Fintype.card n : ℂ) • γ - (N : ℂ) • (1 : Matrix n n ℂ) := ⟨_, rfl⟩
  have hD : Dᴴ = D := by
    rw [hdef]
    simp [conjTranspose_sub, conjTranspose_smul, hγ.eq]
  have hpos := posSemidef_conjTranspose_mul_self D
  rw [hD] at hpos
  have htr : (D * D).trace =
      ((Fintype.card n * (Fintype.card n * purity γ - N ^ 2) : ℝ) : ℂ) := by
    rw [hdef, trace_deviation_sq γ _ hN, ← coe_purity hγ]
    simp only [Complex.ofReal_mul, Complex.ofReal_sub, Complex.ofReal_pow,
      Complex.ofReal_natCast]
  have h0 : 0 ≤ (Fintype.card n : ℝ) * (Fintype.card n * purity γ - N ^ 2) := by
    have h := hpos.trace_nonneg
    rw [htr] at h
    exact Complex.zero_le_real.1 h
  -- without orbitals there are no particles
  have hz : Fintype.card n = 0 → N = 0 := by
    intro h
    have := Fintype.card_eq_zero_iff.1 h
    have h' : (N : ℂ) = 0 := by
      rw [← hN]
      simp [Matrix.trace]
    exact Complex.ofReal_eq_zero.1 h'
  constructor
  · rcases Nat.eq_zero_or_pos (Fintype.card n) with h | h
    · rw [h, hz h]
      simp
    · have hc : (0 : ℝ) < Fintype.card n := Nat.cast_pos.2 h
      have h' := (mul_nonneg_iff_of_pos_left hc).1 h0
      linarith
  · rw [← sub_eq_zero (a := (Fintype.card n : ℂ) • γ), ← hdef]
    constructor
    · intro e
      have ht : (D * D).trace = 0 := by
        rw [htr, e]
        simp
      have hDD := hpos.trace_eq_zero_iff.1 ht
      exact conjTranspose_mul_self_eq_zero.1 (by rw [hD]; exact hDD)
    · intro e
      rw [e, mul_zero, trace_zero] at htr
      rcases mul_eq_zero.1 (Complex.ofReal_eq_zero.1 htr.symm) with h | h
      · rw [h, hz (Nat.cast_eq_zero.1 h)]
        simp
      · linarith
```

**Q:** So Pauli enters only in the upper bound?

**A:** Yes. The gap is $N-\operatorname{tr}\gamma^2=\operatorname{tr}\gamma(1-\gamma)$. Because $\gamma$ commutes with $1-\gamma$ and the two add up to $1$,
$$\gamma(1-\gamma)=\gamma(1-\gamma)\gamma+(1-\gamma)\gamma(1-\gamma).$$
Each term has the form $A^\dagger BA$ with $B$ positive semidefinite, so the sum is positive semidefinite. Its trace is nonnegative, and is zero only if the matrix is zero, that is, $\gamma=\gamma^2$. In Lean, `noncomm_ring` checks the splitting and `trace_eq_zero_iff` settles equality.

```lean
/-- If `γ` and `1 - γ` are positive semidefinite, the particle-hole overlap `tr γ(1 - γ)` is
nonnegative, and it vanishes exactly when `γ` is idempotent. -/
theorem trace_particle_hole {γ : Matrix n n ℂ} (hp : γ.PosSemidef)
    (hq : (1 - γ).PosSemidef) :
    0 ≤ (γ * (1 - γ)).trace ∧ ((γ * (1 - γ)).trace = 0 ↔ γ * γ = γ) := by
  have hM : (γ * (1 - γ)).PosSemidef := by
    have h1 := hq.conjTranspose_mul_mul_same γ
    have h2 := hp.conjTranspose_mul_mul_same (1 - γ)
    rw [hp.isHermitian.eq] at h1
    rw [hq.isHermitian.eq] at h2
    -- split the product into two manifestly positive parts
    have e : γ * (1 - γ) = γ * (1 - γ) * γ + (1 - γ) * γ * (1 - γ) := by noncomm_ring
    rw [e]
    exact h1.add h2
  refine ⟨hM.trace_nonneg, ?_⟩
  rw [hM.trace_eq_zero_iff, mul_sub, mul_one, sub_eq_zero]
  exact eq_comm
```

**Q:** Does the main theorem contain your $N^2/n$?

**A:** It has $N^2\le n\operatorname{tr}\gamma^2$ and, for equality, $n\gamma=N\,1$. For $n>0$ you divide by $n$. `purity_bounds` joins the two lemmas, after identifying the particle-hole trace with $N-\operatorname{tr}\gamma^2$.

```lean
/-- A one-particle density matrix of `N` fermions on `n` orbitals has `N² ≤ n tr γ²` and
`tr γ² ≤ N`. The upper bound is attained exactly when `γ` is idempotent, the lower one exactly
when `nγ = N·1`. -/
theorem purity_bounds {γ : Matrix n n ℂ} {N : ℝ} (h : IsOneRDM γ N) :
    N ^ 2 ≤ Fintype.card n * purity γ ∧ purity γ ≤ N ∧
      (purity γ = N ↔ γ * γ = γ) ∧
      (Fintype.card n * purity γ = N ^ 2 ↔
        (Fintype.card n : ℂ) • γ = (N : ℂ) • (1 : Matrix n n ℂ)) := by
  obtain ⟨hlow, hlowEq⟩ := sq_le_card_mul_purity h.particle.isHermitian h.number
  obtain ⟨hup, hupEq⟩ := trace_particle_hole h.particle h.hole
  -- the particle-hole overlap is the gap to the upper bound
  have e : (γ * (1 - γ)).trace = ((N - purity γ : ℝ) : ℂ) := by
    rw [mul_sub, mul_one, trace_sub, h.number, ← coe_purity h.particle.isHermitian,
      Complex.ofReal_sub]
  rw [e] at hup hupEq
  refine ⟨hlow, sub_nonneg.1 (Complex.zero_le_real.1 hup), ?_, hlowEq⟩
  rw [← hupEq, Complex.ofReal_eq_zero, sub_eq_zero]
  exact eq_comm
```

**Q:** Do admissible matrices reach these bounds?

**A:** Both. For unitary $U$, cyclicity of the trace and $U^\dagger U=1$ give $\operatorname{tr}\gamma=\sum_i f_i$ and $\operatorname{tr}\gamma^2=\sum_i f_i^2$. Since $1-\gamma=U\operatorname{diag}(1-f)U^\dagger$, occupations in $[0,1]$ make both matrices positive semidefinite. Filling a set `s` of orbitals with one fermion each gives $\operatorname{tr}\gamma^2=N$, with $N$ a whole number. For fractional $N$ the upper bound is not reached, because the trace of an idempotent matrix is its rank. A common occupation $p$ gives $N=np$ and $n\operatorname{tr}\gamma^2=N^2$.

```lean
/-- For unitary `U`, the trace of `U diag(f) Uᴴ` is the sum of the occupations. -/
theorem trace_ofOccupations {U : Matrix n n ℂ} (hU : Uᴴ * U = 1) (f : n → ℝ) :
    (ofOccupations U f).trace = ((∑ i, f i : ℝ) : ℂ) := by
  rw [ofOccupations, trace_mul_comm, ← mul_assoc, hU, one_mul, trace_diagonal,
    Complex.ofReal_sum]

/-- For unitary `U` and occupations between 0 and 1, `U diag(f) Uᴴ` is a one-particle density
matrix whose particle number is the sum of the occupations. -/
theorem isOneRDM_ofOccupations {U : Matrix n n ℂ} (hU : Uᴴ * U = 1) {f : n → ℝ}
    (h0 : ∀ i, 0 ≤ f i) (h1 : ∀ i, f i ≤ 1) :
    IsOneRDM (ofOccupations U f) (∑ i, f i) := by
  have key : ∀ g : n → ℝ, (∀ i, 0 ≤ g i) → (ofOccupations U g).PosSemidef := by
    intro g hg
    have hd : (diagonal (fun i => (g i : ℂ))).PosSemidef :=
      posSemidef_diagonal_iff.2 fun i => Complex.zero_le_real.2 (hg i)
    exact hd.mul_mul_conjTranspose_same U
  refine ⟨key f h0, ?_, trace_ofOccupations hU f⟩
  -- the holes occupy the same orbitals with occupations `1 - f`
  have e : 1 - ofOccupations U f = ofOccupations U (fun i => 1 - f i) := by
    have hd : diagonal (fun i => ((1 - f i : ℝ) : ℂ)) =
        1 - diagonal (fun i => (f i : ℂ)) := by
      rw [← diagonal_one, diagonal_sub]
      simp only [Complex.ofReal_sub, Complex.ofReal_one]
    rw [ofOccupations, ofOccupations, hd, mul_sub, sub_mul, mul_one, mul_eq_one_comm.1 hU]
  rw [e]
  exact key _ fun i => sub_nonneg.2 (h1 i)

/-- For unitary `U`, the purity of `U diag(f) Uᴴ` is the sum of the squared occupations. -/
theorem purity_ofOccupations {U : Matrix n n ℂ} (hU : Uᴴ * U = 1) (f : n → ℝ) :
    purity (ofOccupations U f) = ∑ i, f i ^ 2 := by
  have e : ofOccupations U f * ofOccupations U f = ofOccupations U (fun i => f i ^ 2) := by
    have hd : diagonal (fun i => ((f i ^ 2 : ℝ) : ℂ)) =
        diagonal (fun i => (f i : ℂ)) * diagonal (fun i => (f i : ℂ)) := by
      rw [diagonal_mul_diagonal]
      simp only [pow_two, Complex.ofReal_mul]
    rw [ofOccupations, ofOccupations, hd]
    simp only [mul_assoc]
    rw [← mul_assoc Uᴴ U, hU, one_mul]
  rw [purity, e, trace_ofOccupations hU, Complex.ofReal_re]

/-- Filling a set `s` of the orbitals of a unitary `U` with one fermion each gives a
one-particle density matrix whose purity equals its particle number. -/
theorem upper_bound_witness {U : Matrix n n ℂ} (hU : Uᴴ * U = 1) (s : Finset n) :
    IsOneRDM (ofOccupations U (fun i => if i ∈ s then 1 else 0)) s.card ∧
      purity (ofOccupations U (fun i => if i ∈ s then 1 else 0)) = s.card := by
  have hs : ∑ i, (if i ∈ s then (1 : ℝ) else 0) = s.card := by simp
  constructor
  · rw [← hs]
    exact isOneRDM_ofOccupations hU (fun i => by split_ifs <;> norm_num)
      (fun i => by split_ifs <;> norm_num)
  · rw [purity_ofOccupations hU]
    simp

/-- Giving all `n` orbitals of a unitary `U` the same occupation `p` between 0 and 1 yields a
one-particle density matrix with `N = np` and `n tr γ² = N²`. -/
theorem lower_bound_witness {U : Matrix n n ℂ} (hU : Uᴴ * U = 1) {p : ℝ}
    (h0 : 0 ≤ p) (h1 : p ≤ 1) :
    IsOneRDM (ofOccupations U (fun _ => p)) (Fintype.card n * p) ∧
      Fintype.card n * purity (ofOccupations U (fun _ => p)) = (Fintype.card n * p) ^ 2 := by
  have hs : ∑ _i : n, p = Fintype.card n * p := by simp
  constructor
  · rw [← hs]
    exact isOneRDM_ofOccupations hU (fun _ => h0) (fun _ => h1)
  · rw [purity_ofOccupations hU, Finset.sum_const, Finset.card_univ, nsmul_eq_mul]
    ring

end

end NaturalOccupationBounds
```

```lean
#print axioms NaturalOccupationBounds.purity_bounds
```

```
'NaturalOccupationBounds.purity_bounds' depends on axioms: [propext, Classical.choice, Quot.sound]
```

**Q:** Where would I meet this in an actual calculation?

**A:** Take H₂ in a minimal basis: $N=2$, $n=4$ spin orbitals. Restricted Hartree–Fock fills two of them, so $\operatorname{tr}\gamma^2=2$, the upper bound. In the full-CI singlet ground state, all four occupations tend to $1/2$ as the bond is stretched, and $\operatorname{tr}\gamma^2$ tends to $1=N^2/n$. Within such a finite basis, the gap $N-\operatorname{tr}\gamma^2$ measures the departure from a single determinant, and with $\gamma$ in orthonormal spin orbitals a program can get it from $\operatorname{tr}\gamma^2=\sum_{ij}|\gamma_{ij}|^2$ without finding natural orbitals.

**Q:** My closed-shell code stores a spin-summed matrix $P$, with occupations up to 2.

**A:** If $P$ refers to orthonormal orbitals, apply the same argument to $P/2$. (If it is stored in atomic orbitals with overlap matrix $S$, first replace it by $S^{1/2}PS^{1/2}$.) With $m>0$ orthonormal spatial orbitals and $\operatorname{tr}P=N$, it gives $N^2/m\le\operatorname{tr}P^2\le 2N$, and the upper bound is attained exactly when $P^2=2P$.
